# Bose integrals and the \(T^3\) law for the heat capacity of a Debye crystal

For \(x>0\) the function \(x/(e^x-1)\) is \(x\) times a sum of decaying exponentials,

\[
\frac{x}{e^x-1}=x e^{-x}+x e^{-2x}+x e^{-3x}+\cdots ,
\]

and the areas under the terms on \((0,\infty)\) are \(1,\ \tfrac14,\ \tfrac19,\dots\) The integral has become a sum of inverse squares. Without the factor \(x\) the areas would be \(1,\tfrac12,\tfrac13,\dots\), whose sum diverges. Parts (a) to (e) work this out for the first and all higher powers of \(x\), and parts (f) to (h) apply it to a crystal.

```lean
import Mathlib

open Real MeasureTheory Filter Set
open scoped Nat Topology

namespace HarmonicThermodynamics

noncomputable section
```

The integrand with a general natural power \(p\) is `boseIntegrand p x`, that is \(x^p/(e^x-1)\), where \(x\) is a phonon energy in units of \(kT\), the Boltzmann constant times the temperature.

```lean
/-- The Bose integrand `x^p / (exp x - 1)`, where `x > 0` is the phonon energy in units of the
thermal energy. -/
def boseIntegrand (p : ℕ) (x : ℝ) : ℝ := x ^ p / (Real.exp x - 1)
```

The crystal has \(N\) atoms, Boltzmann constant \(k\), Debye temperature \(\Theta\) and temperature \(T\). Its thermal energy, `debyeEnergy N k Θ T`, is

\[
U(T)=\int_0^{k\Theta}\frac{9N\varepsilon^2}{(k\Theta)^3}\,\frac{\varepsilon}{e^{\varepsilon/(kT)}-1}\,d\varepsilon .
\]

The mode density is postulated. Its \(\varepsilon^2\) form stands for sound waves with linear dispersion in three dimensions, and the cutoff \(k\Theta\) makes the number of modes \(3N\). The modes are harmonic and \(\Theta\) does not depend on \(T\). The zero-point energy is left out; it is constant and does not affect the heat capacity. In Lean all quantities are real numbers, `N` included.

```lean
/-- Thermal energy of a Debye crystal of `N` atoms with Boltzmann constant `k` and Debye
temperature `Θ`, at temperature `T` (all of `k`, `Θ`, `T` positive): the mode density
`9 N ε² / (k Θ)³` times the thermal energy of a mode, integrated up to the cutoff `k Θ`. -/
def debyeEnergy (N k Θ T : ℝ) : ℝ :=
  ∫ ε in (0 : ℝ)..k * Θ, 9 * N * ε ^ 2 / (k * Θ) ^ 3 * (ε / (Real.exp (ε / (k * T)) - 1))
```

In parts (b) to (e) the letter \(k\) is a summation index starting at 0; from (f) on it is again the Boltzmann constant.

## (a) One Boltzmann term

Show that for every natural \(p\) and every real \(a>0\)

\[
\int_0^\infty x^p e^{-ax}\,dx=\frac{p!}{a^{p+1}} .
\]

**Solution.** Call the integral \(J_p\). Then \(J_0=1/a\). For \(p\ge1\), integration by parts gives

\[
J_p=\Big[-\frac{x^p e^{-ax}}{a}\Big]_0^\infty+\frac pa J_{p-1}=\frac pa J_{p-1},
\]

and \(p\) such steps lead to the claim.

In Lean, `Ioi 0` is the interval \((0,\infty)\). The proof takes Mathlib's Gamma integral at \(p+1\), uses \(\Gamma(p+1)=p!\), and turns real exponents into natural ones.

```lean
/-- A single Boltzmann term with decay rate `a > 0` integrates to `p! / a^(p+1)`. -/
theorem integral_pow_mul_exp (p : ℕ) {a : ℝ} (ha : 0 < a) :
    ∫ x in Ioi (0 : ℝ), x ^ p * Real.exp (-(a * x)) = (p ! : ℝ) / a ^ (p + 1) := by
  have h := Real.integral_rpow_mul_exp_neg_mul_Ioi (a := (p : ℝ) + 1) (r := a)
    (by positivity) ha
  have e : (1 / a) ^ ((p : ℝ) + 1) = 1 / a ^ (p + 1) := by
    rw [show (p : ℝ) + 1 = ((p + 1 : ℕ) : ℝ) by norm_num, Real.rpow_natCast, one_div_pow]
  rw [Real.Gamma_nat_eq_factorial, e] at h
  simp only [add_sub_cancel_right, Real.rpow_natCast] at h
  rw [h]
  ring
```

## (b) The geometric series

Show that for \(x>0\)

\[
\frac{x^p}{e^x-1}=\sum_{k=0}^\infty x^p e^{-(k+1)x} .
\]

**Solution.** Since \(0<e^{-x}<1\),

\[
\frac1{e^x-1}=\frac{e^{-x}}{1-e^{-x}}=e^{-x}\sum_{k=0}^\infty (e^{-x})^k .
\]

Multiply by \(x^p\).

`HasSum` says that the series converges to the given value. In the proof, `hf` rewrites each term as a constant times a power of \(e^{-x}\), and `hv` is the first equality above.

```lean
/-- For `x > 0` the Bose integrand is the sum of the Boltzmann terms `x^p exp(-(k+1)x)`. -/
theorem bose_expansion (p : ℕ) {x : ℝ} (hx : 0 < x) :
    HasSum (fun k : ℕ => x ^ p * Real.exp (-(((k : ℝ) + 1) * x))) (boseIntegrand p x) := by
  have hlt : Real.exp (-x) < 1 := Real.exp_lt_one_iff.2 (by linarith)
  have h1 : 1 - Real.exp (-x) ≠ 0 := (sub_pos.2 hlt).ne'
  have h2 : Real.exp x - 1 ≠ 0 := (sub_pos.2 (Real.one_lt_exp_iff.2 hx)).ne'
  have hE : Real.exp (-x) * Real.exp x = 1 := by rw [← Real.exp_add]; simp
  have h := (hasSum_geometric_of_lt_one (Real.exp_pos (-x)).le hlt).mul_left
    (x ^ p * Real.exp (-x))
  have hf : ∀ k : ℕ, x ^ p * Real.exp (-(((k : ℝ) + 1) * x))
      = x ^ p * Real.exp (-x) * Real.exp (-x) ^ k := by
    intro k
    rw [← Real.exp_nat_mul, mul_assoc, ← Real.exp_add]
    ring_nf
  have hv : boseIntegrand p x = x ^ p * Real.exp (-x) * (1 - Real.exp (-x))⁻¹ := by
    rw [boseIntegrand, ← div_eq_mul_inv, div_eq_div_iff h2 h1]
    linear_combination -x ^ p * hE
  rw [hv]
  exact h.congr_fun hf
```

## (c) Exchanging sum and integral

Show that for \(p\ge1\) the function \(x^p/(e^x-1)\) is integrable on \((0,\infty)\) and

\[
\int_0^\infty\frac{x^p}{e^x-1}\,dx=p!\sum_{k=0}^\infty\frac1{(k+1)^{p+1}} .
\]

**Solution.** By (a) with \(a=k+1\), the \(k\)-th term of (b) has integral \(p!/(k+1)^{p+1}\). The terms are positive, so these are also the integrals of their absolute values. Their sum is finite because \(p+1>1\). Hence the series may be integrated term by term, and its sum is integrable.

The Lean proof follows this order: `hn` computes the integrals of the norms, `hsum` shows that they are summable, and `hasSum_integral_of_summable_integral_norm` makes the exchange. Integrability is obtained by contradiction, since Lean assigns the value 0 to the integral of a non-integrable function. Each term has a positive integral, and the full integral is at least as large as that of the term \(k=0\), so neither can be such a case.

```lean
/-- For `p ≥ 1` the Bose integrand is integrable on `(0, ∞)`, and its integral is `p!` times
the sum of the inverse powers `1/n^(p+1)` over the positive integers `n = k + 1`. -/
theorem bose_integral (p : ℕ) (hp : 1 ≤ p) :
    IntegrableOn (boseIntegrand p) (Ioi 0) ∧
    ∫ x in Ioi (0 : ℝ), boseIntegrand p x
      = (p ! : ℝ) * ∑' k : ℕ, 1 / ((k : ℝ) + 1) ^ (p + 1) := by
  have hk : ∀ k : ℕ, (0 : ℝ) < (k : ℝ) + 1 := fun k => by positivity
  have hpos : ∀ k : ℕ, (0 : ℝ) < (p ! : ℝ) / ((k : ℝ) + 1) ^ (p + 1) :=
    fun k => by positivity
  -- every term is integrable, because its integral is not zero
  have hint : ∀ k : ℕ, Integrable (fun x : ℝ => x ^ p * Real.exp (-(((k : ℝ) + 1) * x)))
      (volume.restrict (Ioi 0)) := by
    intro k
    by_contra h
    have h0 := integral_undef h
    rw [integral_pow_mul_exp p (hk k)] at h0
    exact (hpos k).ne' h0
  have hn : ∀ k : ℕ, ∫ x in Ioi (0 : ℝ), ‖x ^ p * Real.exp (-(((k : ℝ) + 1) * x))‖
      = (p ! : ℝ) / ((k : ℝ) + 1) ^ (p + 1) := by
    intro k
    rw [← integral_pow_mul_exp p (hk k)]
    refine setIntegral_congr_fun measurableSet_Ioi fun x hx => ?_
    have hx' : 0 < x := hx
    exact Real.norm_of_nonneg (mul_nonneg (pow_nonneg hx'.le p) (Real.exp_pos _).le)
  -- the inverse powers are summable because p + 1 > 1
  have hsum : Summable fun k : ℕ => (p ! : ℝ) / ((k : ℝ) + 1) ^ (p + 1) := by
    have h := (summable_nat_add_iff 1).2
      (Real.summable_one_div_nat_pow.2 (show 1 < p + 1 by omega))
    refine (h.mul_left (p ! : ℝ)).congr fun k => ?_
    push_cast
    ring
  -- exchange of sum and integral
  have hs := hasSum_integral_of_summable_integral_norm hint (by simpa only [hn] using hsum)
  have hs' : HasSum (fun k : ℕ => (p ! : ℝ) / ((k : ℝ) + 1) ^ (p + 1))
      (∫ x in Ioi (0 : ℝ), boseIntegrand p x) := by
    have hf : ∀ k : ℕ, (p ! : ℝ) / ((k : ℝ) + 1) ^ (p + 1)
        = ∫ x in Ioi (0 : ℝ), x ^ p * Real.exp (-(((k : ℝ) + 1) * x)) :=
      fun k => (integral_pow_mul_exp p (hk k)).symm
    have hv : ∫ x in Ioi (0 : ℝ), boseIntegrand p x
        = ∫ x in Ioi (0 : ℝ), ∑' k : ℕ, x ^ p * Real.exp (-(((k : ℝ) + 1) * x)) := by
      refine setIntegral_congr_fun measurableSet_Ioi fun x hx => ?_
      have hx' : 0 < x := hx
      exact (bose_expansion p hx').tsum_eq.symm
    rw [hv]
    exact hs.congr_fun hf
  constructor
  · by_contra h
    have h0 : ∫ x in Ioi (0 : ℝ), boseIntegrand p x = 0 := integral_undef h
    have h1 := le_hasSum hs' 0 (fun j _ => (hpos j).le)
    have h2 := hpos 0
    linarith
  · rw [← hs'.tsum_eq, ← tsum_mul_left]
    exact tsum_congr fun k => by ring
```

## (d) Phonons in one dimension

Show that

\[
\int_0^\infty\frac{x}{e^x-1}\,dx=\frac{\pi^2}{6} .
\]

**Solution.** By (c) the integral is \(\sum_k 1/(k+1)^2\). On \([-\pi,\pi]\) the Fourier series of \(y^2\) is

\[
y^2=\frac{\pi^2}3+4\sum_{k=0}^\infty\frac{(-1)^{k+1}}{(k+1)^2}\cos((k+1)y) .
\]

At \(y=\pi\) it reads \(\pi^2=\pi^2/3+4\sum_k 1/(k+1)^2\), so the sum is \(\pi^2/6\).

The headings of (d) and (e) refer to sound waves with linear dispersion. In one dimension their mode density is constant, so the thermal energy has the integrand with \(p=1\); in three dimensions it is proportional to \(\varepsilon^2\), which gives \(p=3\). The infinite upper limit belongs to low temperature, where the cutoff is far above \(kT\), with \(k\) here the Boltzmann constant.

Lean takes the sum of inverse squares from Mathlib as `hasSum_zeta_two` and shifts the index by one.

```lean
/-- The integral for one-dimensional phonons, `p = 1`, is `π²/6`. -/
theorem bose_integral_one : ∫ x in Ioi (0 : ℝ), boseIntegrand 1 x = π ^ 2 / 6 := by
  have h := (hasSum_nat_add_iff' 1).2 hasSum_zeta_two
  have h' : HasSum (fun k : ℕ => 1 / ((k : ℝ) + 1) ^ (1 + 1)) (π ^ 2 / 6) := by
    simpa using h
  rw [(bose_integral 1 le_rfl).2, h'.tsum_eq]
  simp
```

## (e) Phonons in three dimensions

Show that

\[
\int_0^\infty\frac{x^3}{e^x-1}\,dx=\frac{\pi^4}{15} .
\]

**Solution.** Parseval's identity for the Fourier series in (d) gives

\[
\frac1\pi\int_{-\pi}^{\pi}y^4\,dy=\frac{2\pi^4}5=\frac{2\pi^4}9+16\sum_{k=0}^\infty\frac1{(k+1)^4} ,
\]

so the sum is \(\pi^4/90\). By (c) the integral is \(3!\cdot\pi^4/90=\pi^4/15\).

The Lean proof has the same form as in (d), with `hasSum_zeta_four`.

```lean
/-- The integral for three-dimensional phonons, `p = 3`, is `π⁴/15`. -/
theorem bose_integral_three : ∫ x in Ioi (0 : ℝ), boseIntegrand 3 x = π ^ 4 / 15 := by
  have h := (hasSum_nat_add_iff' 1).2 hasSum_zeta_four
  have h' : HasSum (fun k : ℕ => 1 / ((k : ℝ) + 1) ^ (3 + 1)) (π ^ 4 / 90) := by
    simpa using h
  rw [(bose_integral 3 (by norm_num)).2, h'.tsum_eq, show (3 ! : ℕ) = 6 from rfl]
  push_cast
  ring
```

## (f) The Debye energy in reduced form

Show that for positive \(k\), \(\Theta\) and \(T\)

\[
U(T)=\frac{9Nk}{\Theta^3}\,T^4\int_0^{\Theta/T}\frac{x^3}{e^x-1}\,dx .
\]

**Solution.** Put \(\varepsilon=kTx\), so that \(d\varepsilon=kT\,dx\) and the upper limit becomes \(\Theta/T\). The prefactor is \(9N(kT)^4/(k\Theta)^3=9NkT^4/\Theta^3\).

In Lean, `hpt` writes the integrand as a constant times `boseIntegrand 3 (ε / (k * T))`, and `integral_comp_div` carries out the substitution.

```lean
/-- For positive `k`, `Θ` and `T` the Debye energy is `9 N k T⁴/Θ³` times the Bose integral
with `p = 3` cut off at `Θ/T`. -/
theorem debyeEnergy_eq (N : ℝ) {k Θ T : ℝ} (hk : 0 < k) (hΘ : 0 < Θ) (hT : 0 < T) :
    debyeEnergy N k Θ T
      = 9 * N * k / Θ ^ 3 * T ^ 4 * ∫ x in (0 : ℝ)..Θ / T, boseIntegrand 3 x := by
  have hpt : ∀ ε : ℝ, 9 * N * ε ^ 2 / (k * Θ) ^ 3 * (ε / (Real.exp (ε / (k * T)) - 1))
      = 9 * N * T ^ 3 / Θ ^ 3 * boseIntegrand 3 (ε / (k * T)) := by
    intro ε
    have key : ∀ d : ℝ, 9 * N * ε ^ 2 / (k * Θ) ^ 3 * (ε * d)
        = 9 * N * T ^ 3 / Θ ^ 3 * ((ε / (k * T)) ^ 3 * d) := by
      intro d
      field_simp
    exact key _
  unfold debyeEnergy
  simp only [hpt]
  -- substitution x = ε / (k T)
  rw [intervalIntegral.integral_const_mul,
    intervalIntegral.integral_comp_div (boseIntegrand 3) (mul_pos hk hT).ne',
    zero_div, mul_div_mul_left _ _ hk.ne', smul_eq_mul]
  ring
```

## (g) The heat capacity at any temperature

Write \(b=\Theta/T\) and \(F(x)=x^3/(e^x-1)\). Show that for positive \(k\), \(\Theta\) and \(T\)

\[
C(T)=\frac{dU}{dT}=9Nk\Big(\frac T\Theta\Big)^3\Big(4\int_0^b F(x)\,dx-b\,F(b)\Big) .
\]

**Solution.** The temperature enters (f) through \(T^4\) and through the upper limit, for which \(db/dT=-\Theta/T^2\). The product rule gives

\[
C=\frac{9Nk}{\Theta^3}\Big(4T^3\int_0^bF(x)\,dx-T^4F(b)\frac{\Theta}{T^2}\Big),
\]

and taking out \(T^3\) leaves the stated form.

`HasDerivAt` says that the energy is differentiable at `T` with this derivative. For the moving limit the proof uses the fundamental theorem of calculus, which needs \(F\) to be integrable up to \(b\), by (c), and continuous at \(b\). Formula (f) holds for all temperatures near \(T\), so the derivative carries over to `debyeEnergy`.

```lean
/-- The heat capacity of the Debye crystal, as the temperature derivative of its energy, for
positive `k`, `Θ` and `T`. -/
theorem debye_heatCapacity (N : ℝ) {k Θ T : ℝ} (hk : 0 < k) (hΘ : 0 < Θ) (hT : 0 < T) :
    HasDerivAt (debyeEnergy N k Θ)
      (9 * N * k * (T / Θ) ^ 3 * (4 * (∫ x in (0 : ℝ)..Θ / T, boseIntegrand 3 x)
        - Θ / T * boseIntegrand 3 (Θ / T))) T := by
  have hb : 0 < Θ / T := div_pos hΘ hT
  have hI : IntervalIntegrable (boseIntegrand 3) volume 0 (Θ / T) :=
    (intervalIntegrable_iff_integrableOn_Ioc_of_le hb.le).2
      ((bose_integral 3 (by norm_num)).1.mono_set Ioc_subset_Ioi_self)
  have hne : Real.exp (Θ / T) - 1 ≠ 0 := (sub_pos.2 (Real.one_lt_exp_iff.2 hb)).ne'
  have hc : ContinuousAt (boseIntegrand 3) (Θ / T) := by
    show ContinuousAt (fun x : ℝ => x ^ 3 / (Real.exp x - 1)) (Θ / T)
    fun_prop (disch := exact hne)
  have hm : Measurable (boseIntegrand 3) := by
    show Measurable (fun x : ℝ => x ^ 3 / (Real.exp x - 1))
    fun_prop
  -- the upper limit Θ / T moves with the temperature
  have hF := intervalIntegral.integral_hasDerivAt_right hI
    hm.aestronglyMeasurable.stronglyMeasurableAtFilter hc
  have hq := (hasDerivAt_const T Θ).fun_div (hasDerivAt_id' T) hT.ne'
  have hG0 := hF.comp T hq
  have hG : HasDerivAt (fun t : ℝ => ∫ x in (0 : ℝ)..Θ / t, boseIntegrand 3 x)
      (boseIntegrand 3 (Θ / T) * ((0 * T - Θ * 1) / T ^ 2)) T := hG0
  have h4 : HasDerivAt (fun t : ℝ => t ^ 4) (4 * T ^ 3) T := by
    simpa using hasDerivAt_pow 4 T
  have hP := (h4.const_mul (9 * N * k / Θ ^ 3)).fun_mul hG
  refine (hP.congr_of_eventuallyEq ?_).congr_deriv ?_
  · filter_upwards [Ioi_mem_nhds hT] with t ht
    exact debyeEnergy_eq N hk hΘ ht
  · have key : ∀ I F : ℝ, 9 * N * k / Θ ^ 3 * (4 * T ^ 3) * I
        + 9 * N * k / Θ ^ 3 * T ^ 4 * (F * ((0 * T - Θ * 1) / T ^ 2))
        = 9 * N * k * (T / Θ) ^ 3 * (4 * I - Θ / T * F) := by
      intro I F
      field_simp
      ring
    exact key _ _
```

## (h) The limit of low temperature

Show that for positive \(k\) and \(\Theta\)

\[
\lim_{T\to0^+}\frac{C(T)}{T^3}=\frac{12\pi^4}{5}\,\frac{Nk}{\Theta^3} .
\]

**Solution.** As \(T\to0^+\), \(b\to\infty\). The integral in (g) tends to \(\pi^4/15\) by (e), and the boundary term vanishes:

\[
b\,F(b)=\frac{b^4e^{-b}}{1-e^{-b}}\to0 .
\]

Hence \(C/T^3\to(9Nk/\Theta^3)\cdot4\pi^4/15\), which is the claim.

**A numerical instance.** At \(T=\Theta/10\) the limiting law gives \(C/(Nk)\approx233.8/1000=0.234\). In (g), \(b=10\), and the bracket falls short of \(4\pi^4/15\approx25.98\) by two amounts. With \(e^x-1\approx e^x\), the missing tail of the integral contributes \(4\cdot1366\,e^{-10}\approx0.25\), and the boundary term contributes \(10^4e^{-10}\approx0.45\). So \(C/(Nk)\approx0.009\cdot25.27\approx0.227\), about 3% below the limiting law.

In Lean, `𝓝[>] 0` is the approach to zero from above, and `deriv` is the derivative found in (g). The steps `hI` and `hF` are the two limits of the solution. The theorem gives the limit without an error bound at finite \(T\). A harmonic heat capacity computed from the phonon spectrum of a crystal can be compared with this limit if \(\Theta\) is chosen so that \(9N\varepsilon^2/(k\Theta)^3\) agrees with the computed mode density as \(\varepsilon\to0\). An electronic contribution is not included.

```lean
/-- Debye `T³` law: for positive `k` and `Θ`, the heat capacity divided by `T³` tends to
`(12 π⁴/5) N k / Θ³` as the temperature falls to zero. -/
theorem debye_T_cubed_law (N : ℝ) {k Θ : ℝ} (hk : 0 < k) (hΘ : 0 < Θ) :
    Tendsto (fun T => deriv (debyeEnergy N k Θ) T / T ^ 3) (𝓝[>] 0)
      (𝓝 (12 * π ^ 4 / 5 * N * k / Θ ^ 3)) := by
  have hb : Tendsto (fun T : ℝ => Θ / T) (𝓝[>] 0) atTop := by
    simpa only [div_eq_mul_inv] using Tendsto.const_mul_atTop hΘ tendsto_inv_nhdsGT_zero
  have hI := intervalIntegral_tendsto_integral_Ioi 0 (bose_integral 3 (by norm_num)).1 hb
  rw [bose_integral_three] at hI
  -- the boundary term tends to zero as its argument grows
  have hF : Tendsto (fun x : ℝ => x * boseIntegrand 3 x) atTop (𝓝 0) := by
    have h := (Real.tendsto_pow_mul_exp_neg_atTop_nhds_zero 4).div
      (Real.tendsto_exp_neg_atTop_nhds_zero.const_sub 1) (by norm_num)
    rw [zero_div] at h
    refine h.congr' ?_
    filter_upwards [eventually_gt_atTop 0] with x hx
    have h1 : 1 - Real.exp (-x) ≠ 0 :=
      (sub_pos.2 (Real.exp_lt_one_iff.2 (by linarith))).ne'
    have h2 : Real.exp x - 1 ≠ 0 := (sub_pos.2 (Real.one_lt_exp_iff.2 hx)).ne'
    have hE : Real.exp (-x) * Real.exp x = 1 := by rw [← Real.exp_add]; simp
    show x ^ 4 * Real.exp (-x) / (1 - Real.exp (-x)) = x * (x ^ 3 / (Real.exp x - 1))
    rw [← mul_div_assoc, div_eq_div_iff h1 h2]
    linear_combination x ^ 4 * hE
  have hlim := ((hI.const_mul 4).sub (hF.comp hb)).const_mul (9 * N * k / Θ ^ 3)
  have hval : 9 * N * k / Θ ^ 3 * (4 * (π ^ 4 / 15) - 0)
      = 12 * π ^ 4 / 5 * N * k / Θ ^ 3 := by ring
  rw [hval] at hlim
  refine hlim.congr' ?_
  filter_upwards [self_mem_nhdsWithin] with T hT
  have hT' : 0 < T := hT
  rw [(debye_heatCapacity N hk hΘ hT').deriv]
  have key : ∀ J : ℝ, 9 * N * k / Θ ^ 3 * J = 9 * N * k * (T / Θ) ^ 3 * J / T ^ 3 := by
    intro J
    field_simp
  exact key _

end

end HarmonicThermodynamics
```

```lean
#print axioms HarmonicThermodynamics.bose_integral_one
-- 'HarmonicThermodynamics.bose_integral_one' depends on axioms: [propext, Classical.choice, Quot.sound]
#print axioms HarmonicThermodynamics.debye_heatCapacity
-- 'HarmonicThermodynamics.debye_heatCapacity' depends on axioms: [propext, Classical.choice, Quot.sound]
#print axioms HarmonicThermodynamics.debye_T_cubed_law
-- 'HarmonicThermodynamics.debye_T_cubed_law' depends on axioms: [propext, Classical.choice, Quot.sound]
```
